# Symmetry phases are ±1 in a Seitz group with lattice $\mathbb Z^n$ and an inversion centre at the origin

Take a plane crystal, described in fractional coordinates along rectangular cell axes, with an inversion centre on the mirror line $y=0$, and move the origin from that centre to $(0,1/8)$. The mirror now carries the translation $(0,-1/4)$, and the structure factors, taken with phases $e^{+2\pi i h\cdot x}$, obey $F(0,1)=-i\,F(0,-1)$. A program that stores only a sign for each symmetry relation gets this one wrong whenever $F(0,1)\neq0$. If the origin is an inversion centre and the translation lattice is $\mathbb Z^n$, signs suffice: every operator $(R,t)$ of the group has $2t\in\mathbb Z^n$, so $e^{2\pi i h\cdot t}=\pm1$ for every integer vector $h$.

In Lean 4 with Mathlib:

```lean
import Mathlib

open Matrix

namespace CentrosymmetricSeitz

noncomputable section
```

## Operators, groups and lattices

A Seitz operator $(R,t)$ acts on positions by $x\mapsto Rx+t$. Here $R$ is any real square matrix; neither a metric nor orthogonality is imposed. The finite index type `n` labels the coordinates.

```lean
/-- A Seitz operator (R, t), acting on positions as x ↦ R x + t. -/
@[ext]
structure Seitz (n : Type*) where
  /-- the linear part R -/
  rot : Matrix n n ℝ
  /-- the translation part t -/
  trans : n → ℝ
```

The identity is $(1,0)$.

```lean
variable {n ι : Type*} [Fintype n] [DecidableEq n] [Fintype ι]

/-- The identity operator (1, 0). -/
def Seitz.one : Seitz n := ⟨1, 0⟩
```

Applying $(S,u)$ first and $(R,t)$ second gives $x\mapsto R(Sx+u)+t$, hence $(R,t)(S,u)=(RS,\,Ru+t)$.

```lean
omit [DecidableEq n] in
/-- Composition of Seitz operators: (R, t)(S, u) = (R S, R u + t). -/
def Seitz.mul (g h : Seitz n) : Seitz n :=
  ⟨g.rot * h.rot, g.rot *ᵥ h.trans + g.trans⟩
```

A group is a set $G$ of operators that contains the identity, is closed under composition, and holds for each $g$ some $g'$ with $gg'=(1,0)$.

```lean
/-- A set of Seitz operators is a group: it contains the identity, is closed under composition,
and each member has an inverse in it. -/
structure IsSeitzGroup (G : Set (Seitz n)) : Prop where
  one_mem : Seitz.one ∈ G
  mul_mem : ∀ g ∈ G, ∀ h ∈ G, g.mul h ∈ G
  inv_mem : ∀ g ∈ G, ∃ g' ∈ G, g.mul g' = Seitz.one
```

Its translation lattice collects the vectors $t$ with $(1,t)\in G$.

```lean
/-- The translation lattice: all t for which the pure translation (1, t) belongs to G. -/
def translations (G : Set (Seitz n)) : Set (n → ℝ) := {t | (⟨1, t⟩ : Seitz n) ∈ G}
```

Integer vectors have to be regarded as real ones before they can be compared with translations.

```lean
/-- An integer vector regarded as a real one. -/
def intVec {n : Type*} (m : n → ℤ) : n → ℝ := fun i => (m i : ℝ)
```

They form the lattice $\mathbb Z^n$. Requiring `translations G = intLattice n` means that the coordinates refer to a primitive basis.

```lean
/-- The lattice Z^n of integer vectors. -/
def intLattice (n : Type*) : Set (n → ℝ) := Set.range intVec
```

## Phases and atoms

The phase factor of a position $x$ at $h$ is $e^{2\pi i h\cdot x}$.

```lean
/-- The phase factor exp(2πi h·x). -/
def phase {n : Type*} [Fintype n] (h x : n → ℝ) : ℂ :=
  Complex.exp (2 * Real.pi * Complex.I * ((h ⬝ᵥ x : ℝ) : ℂ))
```

For finitely many atoms at $x_j$ with scattering factors $f_j$, the structure factor is $F(h)=\sum_j f_j e^{2\pi i h\cdot x_j}$. The $f_j$ are complex constants, independent of $h$. The argument $h$ may be real, because $hR$ is formed with a real matrix.

```lean
/-- The structure factor F(h) = ∑ f_j exp(2πi h·x_j) of atoms at x_j with scattering factors f_j. -/
def structureFactor {n : Type*} [Fintype n] (f : ι → ℂ) (x : ι → n → ℝ) (h : n → ℝ) : ℂ :=
  ∑ j, f j * phase h (x j)
```

An operator is a symmetry of the atoms if some permutation $\sigma$ satisfies $f_{\sigma(j)}=f_j$ and $x_{\sigma(j)}-(Rx_j+t)\in\mathbb Z^n$ for all $j$.

```lean
/-- The operator g permutes the atoms modulo Z^n and preserves their scattering factors. -/
def IsSymmetryOf {n ι : Type*} [Fintype n] (g : Seitz n) (f : ι → ℂ) (x : ι → n → ℝ) : Prop :=
  ∃ σ : Equiv.Perm ι, ∀ j, f (σ j) = f j ∧
    x (σ j) - (g.rot *ᵥ x j + g.trans) ∈ intLattice n
```

## Conjugation by an inversion

The inversion through a point $s$ is $x\mapsto 2s-x$, that is, $I=(-1,2s)$. Conjugating $g=(R,t)$ by it keeps the linear part:
$$IgI=(R,\;2s-2Rs-t).$$
Let $g'=(R',t')$ be the inverse of this operator in $G$. Then $RR'=1$ and $Rt'+2s-2Rs-t=0$, so
$$gg'=(RR',\,Rt'+t)=(1,\;2(t+Rs-s)).$$
This product lies in $G$, so $2(t+Rs-s)$ is a lattice translation, whatever the lattice. The vector $t+Rs-s$ is the translation part of $g$ when the origin is moved to $s$.

In the proof, `hr` and `ht` are the two equations for $R'$ and $t'$, and `linear_combination` carries out the final substitution.

```lean
/-- If G contains the inversion through the point s, then 2(t + R s - s) is a lattice translation
for every (R, t) in G. -/
theorem twice_shift_mem_translations {G : Set (Seitz n)} (hG : IsSeitzGroup G) (s : n → ℝ)
    (hi : (⟨-1, (2 : ℝ) • s⟩ : Seitz n) ∈ G) {g : Seitz n} (hg : g ∈ G) :
    (2 : ℝ) • (g.trans + g.rot *ᵥ s - s) ∈ translations G := by
  -- g' is the inverse of g conjugated by the inversion
  obtain ⟨g', hg', he⟩ := hG.inv_mem _ (hG.mul_mem _ (hG.mul_mem _ hi _ hg) _ hi)
  have hr := congrArg Seitz.rot he
  have ht := congrArg Seitz.trans he
  simp only [Seitz.mul, Seitz.one, neg_mul, one_mul, mul_neg, mul_one, neg_neg,
    Matrix.neg_mulVec, Matrix.one_mulVec, Matrix.mulVec_smul] at hr ht
  -- the linear parts cancel in g g', leaving a pure translation
  have key : g.mul g' = ⟨1, (2 : ℝ) • (g.trans + g.rot *ᵥ s - s)⟩ := by
    refine Seitz.ext hr ?_
    simp only [Seitz.mul]
    linear_combination (norm := module) ht
  change (⟨1, _⟩ : Seitz n) ∈ G
  rw [← key]
  exact hG.mul_mem _ hg _ hg'
```

Setting $s=0$ and the lattice equal to $\mathbb Z^n$ gives $2t\in\mathbb Z^n$.

```lean
/-- With translation lattice Z^n and the inversion (-1, 0) in the group, 2t is an integer vector
for every (R, t) in the group. -/
theorem twice_translation_integer {G : Set (Seitz n)} (hG : IsSeitzGroup G)
    (hL : translations G = intLattice n) (hi : (⟨-1, 0⟩ : Seitz n) ∈ G)
    {g : Seitz n} (hg : g ∈ G) : (2 : ℝ) • g.trans ∈ intLattice n := by
  have h := twice_shift_mem_translations hG 0 (by simpa using hi) hg
  rw [hL] at h
  simpa using h
```

## From half-integers to signs

The exponential turns sums of positions into products of phases: $e^{2\pi i h\cdot(x+y)}=e^{2\pi i h\cdot x}e^{2\pi i h\cdot y}$.

```lean
omit [DecidableEq n] in
/-- Phases multiply when positions are added. -/
theorem phase_add (h x y : n → ℝ) : phase h (x + y) = phase h x * phase h y := by
  simp only [phase, dotProduct_add, Complex.ofReal_add, mul_add, Complex.exp_add]
```

If $h$ and $m$ are integer vectors, $h\cdot m$ is an integer and $e^{2\pi i h\cdot m}=1$.

```lean
omit [DecidableEq n] in
/-- The phase of an integer translation at an integer h is 1. -/
theorem phase_int (h m : n → ℤ) : phase (intVec h) (intVec m) = 1 := by
  have e : intVec h ⬝ᵥ intVec m = ((h ⬝ᵥ m : ℤ) : ℝ) := by simp [intVec, dotProduct]
  rw [phase, e, Complex.exp_eq_one_iff]
  exact ⟨h ⬝ᵥ m, by rw [Complex.ofReal_intCast]; ring⟩
```

By additivity, $(e^{2\pi i h\cdot t})^2=e^{2\pi i h\cdot 2t}$, which is `sq` in the proof. If $2t$ is an integer vector, the right side is 1, and a number whose square is 1 is $\pm1$. Conversely, suppose that all the phases are signs. Taking $h$ to be the $i$-th unit vector gives $e^{2\pi i(2t_i)}=1$, so $2t_i$ is an integer, for each $i$. The translations with $2t\in\mathbb Z^n$ are thus exactly the ones that produce only signs.

```lean
/-- The phases exp(2πi h·t) are 1 or -1 for all integer h exactly when 2t is an integer vector. -/
theorem phases_are_signs_iff (t : n → ℝ) :
    (∀ h : n → ℤ, phase (intVec h) t = 1 ∨ phase (intVec h) t = -1) ↔
      (2 : ℝ) • t ∈ intLattice n := by
  have sq : ∀ h, phase h ((2 : ℝ) • t) = phase h t * phase h t := fun h => by
    rw [two_smul, phase_add]
  constructor
  · intro H
    -- test the phases on the unit vectors
    have hk : ∀ i, ∃ k : ℤ, (k : ℝ) = ((2 : ℝ) • t) i := by
      intro i
      have h1 := (sq _).trans (mul_self_eq_one_iff.mpr (H (Pi.single i 1)))
      have e : intVec (Pi.single i 1 : n → ℤ) ⬝ᵥ ((2 : ℝ) • t) = ((2 : ℝ) • t) i := by
        simp [intVec, dotProduct, Pi.single_apply]
      rw [phase, e, Complex.exp_eq_one_iff] at h1
      obtain ⟨k, hk⟩ := h1
      have h2 := mul_left_cancel₀ Complex.two_pi_I_ne_zero (hk.trans (mul_comm _ _))
      exact ⟨k, by exact_mod_cast h2.symm⟩
    choose m hm using hk
    exact ⟨m, funext hm⟩
  · rintro ⟨m, hm⟩ h
    apply mul_self_eq_one_iff.mp
    rw [← sq, ← hm, phase_int]
```

Combining this with $2t\in\mathbb Z^n$ gives the sign rule for every member of the group.

```lean
/-- In a group with translation lattice Z^n that contains the inversion (-1, 0), every symmetry
phase exp(2πi h·t) with integer h is 1 or -1. -/
theorem symmetry_phase_is_sign {G : Set (Seitz n)} (hG : IsSeitzGroup G)
    (hL : translations G = intLattice n) (hi : (⟨-1, 0⟩ : Seitz n) ∈ G)
    {g : Seitz n} (hg : g ∈ G) (h : n → ℤ) :
    phase (intVec h) g.trans = 1 ∨ phase (intVec h) g.trans = -1 :=
  (phases_are_signs_iff g.trans).mpr (twice_translation_integer hG hL hi hg) h
```

The same argument covers centred cells, though the theorem above is stated only for $\mathbb Z^n$. For a general translation lattice $L$ and an inversion at the origin, $2t\in L$; if $h\cdot l$ is an integer for every $l\in L$, the squared phase is again 1. The components of $t$ may then include quarters, yet the phases at these $h$ are still signs.

## Structure factors related by symmetry

Let $(R,t)$ be a symmetry of the atoms, with $x_{\sigma(j)}=Rx_j+t+m_j$ and $m_j\in\mathbb Z^n$. Relabelling the sum by $\sigma$ gives, for integer $h$,
$$F(h)=\sum_j f_j\,e^{2\pi i h\cdot(Rx_j+t+m_j)}=e^{2\pi i h\cdot t}\sum_j f_j\,e^{2\pi i(hR)\cdot x_j}=e^{2\pi i h\cdot t}F(hR).$$
The factor from $m_j$ is 1, and $h\cdot(Rx_j)=(hR)\cdot x_j$ with $h$ read as a row vector. `Equiv.sum_comp` does the relabelling. No group is needed here.

```lean
omit [DecidableEq n] in
/-- If (R, t) is a symmetry of the atoms, then F(h) = exp(2πi h·t) F(hR) for integer h. -/
theorem structureFactor_transform {g : Seitz n} {f : ι → ℂ} {x : ι → n → ℝ}
    (hs : IsSymmetryOf g f x) (h : n → ℤ) :
    structureFactor f x (intVec h) =
      phase (intVec h) g.trans * structureFactor f x (intVec h ᵥ* g.rot) := by
  obtain ⟨σ, hσ⟩ := hs
  unfold structureFactor
  -- relabel the atoms by the permutation
  refine (Equiv.sum_comp σ (fun j => f j * phase (intVec h) (x j))).symm.trans ?_
  rw [Finset.mul_sum]
  refine Finset.sum_congr rfl fun j _ => ?_
  obtain ⟨hf, m, hm⟩ := hσ j
  have hx : x (σ j) = g.rot *ᵥ x j + g.trans + intVec m := by rw [hm]; abel
  have hR : phase (intVec h) (g.rot *ᵥ x j) = phase (intVec h ᵥ* g.rot) (x j) := by
    simp only [phase, Matrix.dotProduct_mulVec]
  rw [hf, hx, phase_add, phase_add, phase_int, hR]
  ring
```

If $(R,t)$ also belongs to a group with lattice $\mathbb Z^n$ and the inversion $(-1,0)$, the prefactor is a sign and $F(h)=\pm F(hR)$. Only $(R,t)$ itself has to be a symmetry of the atoms. Plane-wave electronic-structure codes meet the same phases when they symmetrise the Fourier coefficients of a density; the relation checked here is for a finite list of atoms with constant scattering factors.

```lean
/-- If (R, t) is a symmetry of the atoms and belongs to a group with translation lattice Z^n that
contains the inversion (-1, 0), then F(h) = F(hR) or F(h) = -F(hR) for each integer h. -/
theorem structureFactor_eq_or_neg {G : Set (Seitz n)} (hG : IsSeitzGroup G)
    (hL : translations G = intLattice n) (hi : (⟨-1, 0⟩ : Seitz n) ∈ G)
    {g : Seitz n} (hg : g ∈ G) {f : ι → ℂ} {x : ι → n → ℝ}
    (hs : IsSymmetryOf g f x) (h : n → ℤ) :
    structureFactor f x (intVec h) = structureFactor f x (intVec h ᵥ* g.rot) ∨
      structureFactor f x (intVec h) = -structureFactor f x (intVec h ᵥ* g.rot) := by
  rw [structureFactor_transform hs h]
  rcases symmetry_phase_is_sign hG hL hi hg h with e | e <;> simp [e]
```

## A plane group in which the sign −1 occurs

The group p2mg contains both an inversion and a glide. Its operators can be written with a sign $a=\pm1$ and integers $p,k$ as
$$\bigl(\mathrm{diag}(a,\,a(-1)^p),\;(p/2,\,k)\bigr).$$

```lean
/-- The plane operator with linear part diag(a, a(-1)^p) and translation (p/2, k), where a = ±1. -/
def glideOp (a : ℤˣ) (p k : ℤ) : Seitz (Fin 2) :=
  ⟨!![((a : ℤ) : ℝ), 0; 0, (((a * p.negOnePow : ℤˣ) : ℤ) : ℝ)], ![(p : ℝ) / 2, (k : ℝ)]⟩
```

The group is the set of all of them.

```lean
/-- The set of all operators `glideOp a p k`. -/
def glideGroup : Set (Seitz (Fin 2)) := {g | ∃ a p k, g = glideOp a p k}
```

Multiplying the operators with parameters $(a,p,k)$ and $(b,q,l)$ gives the one with parameters $(ab,\;p+aq,\;k+a(-1)^p l)$. The linear part fits because $p+aq$ and $p+q$ have the same parity.

```lean
/-- The composition rule of the operators `glideOp`. -/
theorem glideOp_mul (a b : ℤˣ) (p q k l : ℤ) :
    (glideOp a p k).mul (glideOp b q l) =
      glideOp (a * b) (p + a * q) (k + ((a * p.negOnePow : ℤˣ) : ℤ) * l) := by
  have h : (p + a * q).negOnePow = p.negOnePow * q.negOnePow := by
    rcases Int.units_eq_one_or a with rfl | rfl <;>
      simp [Int.negOnePow_add, Int.negOnePow_neg]
  simp only [glideOp, Seitz.mul, h]
  generalize p.negOnePow = u
  generalize q.negOnePow = v
  apply Seitz.ext
  · ext i j
    fin_cases i <;> fin_cases j <;> simp [Matrix.mul_apply, Fin.sum_univ_two]
    ring
  · ext i
    fin_cases i <;> simp <;> ring
```

Closure follows from this rule, and the inverse of $(a,p,k)$ has parameters $(a,\,-ap,\,-a(-1)^pk)$. A pure translation needs $a=1$ and $p$ even, which leaves exactly $\mathbb Z^2$. The parameters $(-1,0,0)$ give the inversion, and $(1,1,0)$ give the glide $(\mathrm{diag}(1,-1),(1/2,0))$. At $h=(1,0)$ the phase of the glide is $e^{i\pi}=-1$.

```lean
/-- `glideGroup` is a group with translation lattice Z² that contains the inversion and the glide
(diag(1,-1), (1/2,0)), whose phase at h = (1,0) is -1. -/
theorem glideGroup_witness :
    IsSeitzGroup glideGroup ∧ translations glideGroup = intLattice (Fin 2) ∧
      (⟨-1, 0⟩ : Seitz (Fin 2)) ∈ glideGroup ∧
      (⟨!![1, 0; 0, -1], ![1 / 2, 0]⟩ : Seitz (Fin 2)) ∈ glideGroup ∧
      phase (intVec ![1, 0]) ![1 / 2, 0] = -1 := by
  have h1 : glideOp 1 0 0 = Seitz.one := by
    apply Seitz.ext
    · ext i j
      fin_cases i <;> fin_cases j <;> simp [glideOp, Seitz.one]
    · ext i
      fin_cases i <;> simp [glideOp, Seitz.one]
  have key : ∀ (u : ℤˣ) (z : ℤ), z + (u : ℤ) * (-((u : ℤ) * z)) = 0 := by
    intro u z
    rcases Int.units_eq_one_or u with rfl | rfl <;> simp
  refine ⟨⟨⟨1, 0, 0, h1.symm⟩, ?_, ?_⟩, ?_, ?_, ?_, ?_⟩
  · rintro _ ⟨a, p, k, rfl⟩ _ ⟨b, q, l, rfl⟩
    exact ⟨_, _, _, glideOp_mul a b p q k l⟩
  · rintro _ ⟨a, p, k, rfl⟩
    refine ⟨_, ⟨a, -(a * p), -(((a * p.negOnePow : ℤˣ) : ℤ) * k), rfl⟩, ?_⟩
    rw [glideOp_mul, key, key, Int.units_mul_self, h1]
  · ext t
    constructor
    · -- a pure translation has a = 1 and p even
      rintro ⟨a, p, k, h⟩
      have ht : t = (glideOp a p k).trans := congrArg Seitz.trans h
      have h0 := congrFun (congrFun (congrArg Seitz.rot h) 0) 0
      have h3 := congrFun (congrFun (congrArg Seitz.rot h) 1) 1
      have ha : a = 1 := by
        rcases Int.units_eq_one_or a with rfl | rfl
        · rfl
        · norm_num [glideOp] at h0
      subst ha
      have hp : Even p := by
        by_contra hc
        norm_num [glideOp, Int.negOnePow_odd p (Int.not_even_iff_odd.mp hc)] at h3
      obtain ⟨q, rfl⟩ := hp
      refine ⟨![q, k], ?_⟩
      rw [ht]
      ext i
      fin_cases i <;> simp [intVec, glideOp]
    · rintro ⟨m, rfl⟩
      have e : (m 0 + m 0).negOnePow = 1 := Int.negOnePow_even _ ⟨_, rfl⟩
      refine ⟨1, m 0 + m 0, m 1, Seitz.ext ?_ ?_⟩
      · ext i j
        fin_cases i <;> fin_cases j <;> simp [glideOp, e]
      · ext i
        fin_cases i <;> simp [intVec, glideOp]
  · refine ⟨-1, 0, 0, Seitz.ext ?_ ?_⟩
    · ext i j
      fin_cases i <;> fin_cases j <;> simp [glideOp]
    · ext i
      fin_cases i <;> simp [glideOp]
  · refine ⟨1, 1, 0, Seitz.ext ?_ ?_⟩
    · ext i j
      fin_cases i <;> fin_cases j <;> simp [glideOp]
    · ext i
      fin_cases i <;> simp [glideOp]
  · have e : intVec ![1, 0] ⬝ᵥ ![1 / 2, 0] = (1 / 2 : ℝ) := by
      simp [intVec, dotProduct, Fin.sum_univ_two]
    rw [phase, e, ← Complex.exp_pi_mul_I]
    congr 1
    push_cast
    ring

end

end CentrosymmetricSeitz
```

```lean
#print axioms CentrosymmetricSeitz.symmetry_phase_is_sign
#print axioms CentrosymmetricSeitz.structureFactor_eq_or_neg
```

```
'CentrosymmetricSeitz.symmetry_phase_is_sign' depends on axioms: [propext, Classical.choice, Quot.sound]
'CentrosymmetricSeitz.structureFactor_eq_or_neg' depends on axioms: [propext, Classical.choice, Quot.sound]
```
